# Gauge invariance of the single-point Chern estimate built from dual states

## A large supercell and its arbitrary phases

A disordered insulator can be modelled by a large periodic supercell whose Hamiltonian is diagonalised at a single wave vector. To estimate a Chern number, one takes the cell-periodic parts of the occupied Bloch functions there and compares them with those at two neighbouring points, displaced by the shortest reciprocal vectors of the supercell in the $x$ and $y$ directions. The Bloch functions themselves can be taken to be the same at all three points, but their cell-periodic parts then differ by a position-dependent phase factor. These cell-periodic parts are called states below.

The diagonalisation fixes each eigenvector only up to a phase, and degenerate eigenvectors only up to a unitary mixing. A usable estimate must not depend on these choices.

Let the columns of the $n\times m$ matrix $U$ be the $m$ occupied states at the reference point, written in an orthonormal basis of $n$ functions, so that $U^\dagger U=1$. Let the columns of $U_x$ and $U_y$ be the states at the neighbouring points.

## Dual states and the estimate

For $a=x,y$, assume that the overlap matrix $S_a=U^\dagger U_a$ is invertible. Physically, the neighbouring states are linearly independent and no nonzero combination of them is orthogonal to all the reference states. The dual states are

$$D_a=U_aS_a^{-1},\qquad U^\dagger D_a=S_aS_a^{-1}=1.$$

The Chern number is estimated by $\operatorname{Im}\operatorname{tr}(D_x^\dagger D_y)/\pi$, up to a sign set by convention. Below, the estimate means $\operatorname{Im}\operatorname{tr}(D_x^\dagger D_y)$, without this prefactor. The result is that it keeps its value under

$$U\to UV,\qquad U_x\to U_xW_x,\qquad U_y\to U_yW_y,$$

with $V$ unitary and $W_x,W_y$ invertible, all chosen independently. If the neighbouring states are made from $U$ by phase factors, a change of $U$ carries over to them, which is the case $W_x=W_y=V$.

## Unit overlap fixes the dual states

Suppose that some combinations $U_aC$ satisfy $U^\dagger U_aC=1$. Then $S_aC=1$, and since $S_a$ is square, it is invertible with $C=S_a^{-1}$. Hence $U_aC=D_a$. Both transformation rules follow.

- **Neighbouring states.** We have $D_a=(U_aW_a)(W_a^{-1}S_a^{-1})$. This is a combination of the new states $U_aW_a$ with unit overlap with $U$, so it is their dual frame, and $D_a$ is unchanged.
- **Reference states.** The matrix $D_aV=U_a(S_a^{-1}V)$ satisfies $(UV)^\dagger D_aV=V^\dagger(U^\dagger D_a)V=V^\dagger V=1$. The new dual states are therefore $D_aV$.

Under all changes together, the trace becomes

$$\operatorname{tr}(V^\dagger D_x^\dagger D_yV)=\operatorname{tr}(D_x^\dagger D_yVV^\dagger)=\operatorname{tr}(D_x^\dagger D_y).$$

## Deviations from the reference states

Taking the adjoint of $U^\dagger D_x=1$ gives $D_x^\dagger U=1$. Therefore

$$(D_x-U)^\dagger(D_y-U)=D_x^\dagger D_y-D_x^\dagger U-U^\dagger D_y+U^\dagger U=D_x^\dagger D_y-1,$$

and the trace is $\operatorname{tr}(D_x^\dagger D_y)-m$. Since $m$ is real, the estimate can equally be computed from the deviations. Exchanging $x$ and $y$ conjugates the trace, because $\operatorname{tr}(D_y^\dagger D_x)=\overline{\operatorname{tr}(D_x^\dagger D_y)}$, and so reverses the sign of the estimate.

## One occupied state in two dimensions

Take $m=1$, $n=2$ and the normalised states

$$U=\begin{pmatrix}1\\0\end{pmatrix},\quad U_x=\frac1{\sqrt2}\begin{pmatrix}1\\1\end{pmatrix},\quad U_y=\frac1{\sqrt2}\begin{pmatrix}1\\i\end{pmatrix}.$$

Both overlaps are $1/\sqrt2$, so $D_x=(1,1)^T$ and $D_y=(1,i)^T$. Then $\operatorname{tr}(D_x^\dagger D_y)=1+i$, and the estimate is $1$. With the prefactor this becomes $\pm1/\pi$, so it does not mean a Chern number of one. With $n=m=1$ there is no room for a deviation: $D_x=D_y=U$, and the estimate is $0$.

## The matrices and hypotheses in Lean

The finite types `n` and `m` label basis functions and occupied states, and `Uᴴ` is $U^\dagger$. The definition `dualStates U A` is $A(U^\dagger A)^{-1}$, and `chernEstimate U Ux Uy` is the real number $\operatorname{Im}\operatorname{tr}(D_x^\dagger D_y)$.

In `chernEstimate_gauge_invariant`, `hU` says that the reference states are orthonormal, `hx` and `hy` that the overlaps are invertible, `hV` that the square matrix `V` is unitary, and `hWx` and `hWy` that the mixing matrices are invertible. The conclusion has two parts: the deviation trace after the changes equals the original $\operatorname{tr}(D_x^\dagger D_y)-m$, and the estimate is unchanged. The neighbouring states need not be orthonormal, so isometries $U_x,U_y$ are a special case.

For non-interacting electrons in a finite orthonormal basis, and with invertible overlaps, the estimate thus does not depend on the phases returned by the eigensolver or on its mixing of degenerate states within the occupied set. A degenerate level that is only partly occupied is not covered, because mixing there can change the occupied space itself. No Hamiltonian, gap or disorder average enters the statement, and neither closeness to an integer, once the prefactor is included, nor convergence with supercell size is addressed.

```lean
import Mathlib

open Matrix

namespace SinglePointChern

noncomputable section

variable {n m : Type*} [Fintype n] [Fintype m] [DecidableEq m]

/-- The dual states `A (U†A)⁻¹` built from neighbouring states `A` and reference states `U`,
meant for an invertible overlap matrix `U†A`. -/
def dualStates (U A : Matrix n m ℂ) : Matrix n m ℂ :=
  A * (Uᴴ * A)⁻¹

/-- The single-point Chern estimate `Im tr(Dx†Dy)`, without prefactor, meant for invertible
overlaps `U†Ux` and `U†Uy`. -/
def chernEstimate (U Ux Uy : Matrix n m ℂ) : ℝ :=
  (trace ((dualStates U Ux)ᴴ * dualStates U Uy)).im

/-- If the overlap `U†A` is invertible, the dual states have unit overlap matrix with the
reference states: `U†D = 1`. -/
theorem overlap_dualStates {U A : Matrix n m ℂ} (hA : IsUnit (Uᴴ * A).det) :
    Uᴴ * dualStates U A = 1 := by
  rw [dualStates, ← Matrix.mul_assoc]
  exact Matrix.mul_nonsing_inv _ hA

/-- If some linear combinations `AC` of the neighbouring states satisfy `U†AC = 1`, then the
overlap `U†A` is invertible and `AC` are the dual states. -/
theorem dualStates_unique {U A : Matrix n m ℂ} {C : Matrix m m ℂ}
    (h : Uᴴ * (A * C) = 1) :
    IsUnit (Uᴴ * A).det ∧ dualStates U A = A * C := by
  have h' : Uᴴ * A * C = 1 := by
    rw [Matrix.mul_assoc]
    exact h
  exact ⟨Matrix.isUnit_det_of_right_inverse h',
    by rw [dualStates, Matrix.inv_eq_right_inv h']⟩

/-- For an invertible overlap `U†A`, mixing the neighbouring states by an invertible matrix `W`
keeps the overlap invertible and leaves the dual states unchanged. -/
theorem dualStates_neighbour_gauge {U A : Matrix n m ℂ} {W : Matrix m m ℂ}
    (hA : IsUnit (Uᴴ * A).det) (hW : IsUnit W.det) :
    IsUnit (Uᴴ * (A * W)).det ∧ dualStates U (A * W) = dualStates U A := by
  -- the mixing matrix cancels against its inverse
  have key : A * W * (W⁻¹ * (Uᴴ * A)⁻¹) = dualStates U A := by
    rw [dualStates, Matrix.mul_assoc A W, ← Matrix.mul_assoc W,
      Matrix.mul_nonsing_inv W hW, Matrix.one_mul]
  have h := dualStates_unique (U := U) (A := A * W) (C := W⁻¹ * (Uᴴ * A)⁻¹)
    (by rw [key]; exact overlap_dualStates hA)
  exact ⟨h.1, h.2.trans key⟩

/-- For an invertible overlap `U†A`, a unitary rotation `U → UV` of the reference states keeps
the overlap invertible and rotates the dual states in the same way, `D → DV`. -/
theorem dualStates_reference_gauge {U A : Matrix n m ℂ} {V : Matrix m m ℂ}
    (hA : IsUnit (Uᴴ * A).det) (hV : Vᴴ * V = 1) :
    IsUnit ((U * V)ᴴ * A).det ∧ dualStates (U * V) A = dualStates U A * V := by
  have key : A * ((Uᴴ * A)⁻¹ * V) = dualStates U A * V := by
    rw [dualStates, Matrix.mul_assoc]
  -- the rotated dual states have unit overlap with the rotated reference states
  have h := dualStates_unique (U := U * V) (A := A) (C := (Uᴴ * A)⁻¹ * V) (by
    rw [key, conjTranspose_mul, Matrix.mul_assoc Vᴴ, ← Matrix.mul_assoc Uᴴ,
      overlap_dualStates hA, Matrix.one_mul, hV])
  exact ⟨h.1, h.2.trans key⟩

/-- For orthonormal reference states and invertible overlaps, the deviations of the dual states
from `U` satisfy `tr((Dx-U)†(Dy-U)) = tr(Dx†Dy) - m`, with `m` the number of states. -/
theorem trace_deviation {U Ux Uy : Matrix n m ℂ} (hU : Uᴴ * U = 1)
    (hx : IsUnit (Uᴴ * Ux).det) (hy : IsUnit (Uᴴ * Uy).det) :
    trace ((dualStates U Ux - U)ᴴ * (dualStates U Uy - U)) =
      trace ((dualStates U Ux)ᴴ * dualStates U Uy) - (Fintype.card m : ℂ) := by
  have hx' : (dualStates U Ux)ᴴ * U = 1 := by
    have h := congrArg conjTranspose (overlap_dualStates hx)
    simpa only [conjTranspose_mul, conjTranspose_conjTranspose, conjTranspose_one] using h
  rw [conjTranspose_sub, Matrix.sub_mul, Matrix.mul_sub, Matrix.mul_sub, hx',
    overlap_dualStates hy, hU, sub_self, sub_zero, Matrix.trace_sub, Matrix.trace_one]

/-- For orthonormal reference states and invertible overlaps, the Chern estimate is the
imaginary part of the trace formed from the deviations `Dx-U` and `Dy-U`. -/
theorem im_trace_deviation {U Ux Uy : Matrix n m ℂ} (hU : Uᴴ * U = 1)
    (hx : IsUnit (Uᴴ * Ux).det) (hy : IsUnit (Uᴴ * Uy).det) :
    (trace ((dualStates U Ux - U)ᴴ * (dualStates U Uy - U))).im =
      chernEstimate U Ux Uy := by
  rw [trace_deviation hU hx hy, Complex.sub_im, Complex.natCast_im, sub_zero, chernEstimate]

/-- Let the reference states be orthonormal and the overlaps invertible. Under a unitary `V` on
the reference states and independent invertible `Wx`, `Wy` on the neighbouring states, the
deviation trace remains `tr(Dx†Dy) - m` and the Chern estimate is unchanged. -/
theorem chernEstimate_gauge_invariant {U Ux Uy : Matrix n m ℂ} {V Wx Wy : Matrix m m ℂ}
    (hU : Uᴴ * U = 1) (hx : IsUnit (Uᴴ * Ux).det) (hy : IsUnit (Uᴴ * Uy).det)
    (hV : Vᴴ * V = 1) (hWx : IsUnit Wx.det) (hWy : IsUnit Wy.det) :
    trace ((dualStates (U * V) (Ux * Wx) - U * V)ᴴ *
        (dualStates (U * V) (Uy * Wy) - U * V)) =
      trace ((dualStates U Ux)ᴴ * dualStates U Uy) - (Fintype.card m : ℂ) ∧
    chernEstimate (U * V) (Ux * Wx) (Uy * Wy) = chernEstimate U Ux Uy := by
  obtain ⟨ax, ex⟩ := dualStates_reference_gauge hx hV
  obtain ⟨ay, ey⟩ := dualStates_reference_gauge hy hV
  obtain ⟨bx, fx⟩ := dualStates_neighbour_gauge ax hWx
  obtain ⟨bY, fy⟩ := dualStates_neighbour_gauge ay hWy
  have hV' : V * Vᴴ = 1 := mul_eq_one_comm.mp hV
  have hUV : (U * V)ᴴ * (U * V) = 1 := by
    rw [conjTranspose_mul, Matrix.mul_assoc Vᴴ, ← Matrix.mul_assoc Uᴴ, hU,
      Matrix.one_mul, hV]
  -- the common rotation of both dual frames drops out by cyclicity of the trace
  have key : trace ((dualStates (U * V) (Ux * Wx))ᴴ * dualStates (U * V) (Uy * Wy)) =
      trace ((dualStates U Ux)ᴴ * dualStates U Uy) := by
    rw [fx, fy, ex, ey, conjTranspose_mul, Matrix.mul_assoc, Matrix.trace_mul_comm,
      Matrix.mul_assoc, Matrix.mul_assoc, hV', Matrix.mul_one]
  exact ⟨by rw [trace_deviation hUV bx bY, key], congrArg Complex.im key⟩

/-- Exchanging the two neighbouring points reverses the sign of the Chern estimate. -/
theorem chernEstimate_swap (U Ux Uy : Matrix n m ℂ) :
    chernEstimate U Uy Ux = -chernEstimate U Ux Uy := by
  have h : trace ((dualStates U Uy)ᴴ * dualStates U Ux) =
      star (trace ((dualStates U Ux)ᴴ * dualStates U Uy)) := by
    rw [← Matrix.trace_conjTranspose, conjTranspose_mul, conjTranspose_conjTranspose]
  unfold chernEstimate
  rw [h]
  simp only [Complex.star_def, Complex.conj_im]

end

end SinglePointChern
```

```lean
#print axioms SinglePointChern.im_trace_deviation
#print axioms SinglePointChern.chernEstimate_gauge_invariant
#print axioms SinglePointChern.chernEstimate_swap
```

```
'SinglePointChern.im_trace_deviation' depends on axioms: [propext, Classical.choice, Quot.sound]
'SinglePointChern.chernEstimate_gauge_invariant' depends on axioms: [propext, Classical.choice, Quot.sound]
'SinglePointChern.chernEstimate_swap' depends on axioms: [propext, Classical.choice, Quot.sound]
```

## From unique dual states to the invariant trace

`overlap_dualStates` reassociates the product and cancels the overlap against its inverse. `dualStates_unique` uses the fact that a right inverse of a square matrix is its inverse; it also delivers the invertibility of the overlap.

The two gauge lemmas apply this uniqueness. In each, `key` rewrites the proposed dual frame as a combination of the neighbouring states, with coefficients $W^{-1}(U^\dagger A)^{-1}$ or $(U^\dagger A)^{-1}V$. Each lemma also returns invertibility of the new overlap, so the two can be chained.

`trace_deviation` obtains $D_x^\dagger U=1$ by conjugate transposition, expands the product and takes the trace. `im_trace_deviation` then uses that $m$ has zero imaginary part.

The main theorem first rotates the reference states, then mixes the neighbouring ones. Its `key` is the cyclicity step: `Matrix.trace_mul_comm` moves $V^\dagger$ to the end, where `hV'` gives $VV^\dagger=1$. Orthonormality of $U$ is used only for the deviation trace, through `hUV`, which states that $UV$ is again orthonormal. The imaginary part of `key` is the invariance of the estimate.

`chernEstimate_swap` is the conjugation argument above. It needs no invertibility hypothesis, since Mathlib assigns the inverse of a singular matrix the value zero and the identity holds for any two matrices in place of $D_x$ and $D_y$.
